# For positive definite A − B, the off-resonance dynamic response functional is bounded above exactly when ω² lies below every squared excitation energy

The functional is F(p) = 2 d·p − p·[(A + B) − ω²(A − B)⁻¹]p, where p is a real trial response, d a real drive and ω its frequency; bounded above means bounded over all p. A squared excitation energy is taken here to be a real number x for which (A − B)(A + B)v = xv has a nonzero real solution v, where A and B are the real symmetric matrices of the random-phase approximation (RPA). The excitation spectrum thus enters through an eigenvalue equation of the size of A itself, not through the doubled problem for excitation and de-excitation amplitudes.

In Lean 4 with Mathlib:

```lean
import Mathlib

open Matrix

namespace DynamicResponseFunctional

noncomputable section

variable {n : Type*} [Fintype n] [DecidableEq n]

/-- The response kernel `(A + B) - x (A - B)⁻¹` at squared frequency `x`. -/
def kernel (A B : Matrix n n ℝ) (x : ℝ) : Matrix n n ℝ :=
  (A + B) - x • (A - B)⁻¹

/-- The dynamic functional `2 d·p - p·G p` of a trial response `p` to a drive `d`
at frequency `ω`. -/
def functional (A B : Matrix n n ℝ) (ω : ℝ) (d p : n → ℝ) : ℝ :=
  2 * (d ⬝ᵥ p) - p ⬝ᵥ (kernel A B (ω ^ 2) *ᵥ p)

/-- `x` is a squared excitation energy: an eigenvalue of `(A - B)(A + B)`. -/
def IsSquaredExcitation (A B : Matrix n n ℝ) (x : ℝ) : Prop :=
  ∃ v : n → ℝ, v ≠ 0 ∧ ((A - B) * (A + B)) *ᵥ v = x • v

omit [DecidableEq n] in
/-- Expansion of a symmetric quadratic form along a line. -/
theorem quadratic_line {S : Matrix n n ℝ} (hS : S.IsSymm) (x y : n → ℝ) (t : ℝ) :
    (x + t • y) ⬝ᵥ (S *ᵥ (x + t • y)) =
      x ⬝ᵥ (S *ᵥ x) + 2 * t * (x ⬝ᵥ (S *ᵥ y)) + t ^ 2 * (y ⬝ᵥ (S *ᵥ y)) := by
  have h : y ⬝ᵥ (S *ᵥ x) = x ⬝ᵥ (S *ᵥ y) := by
    rw [Matrix.dotProduct_mulVec, ← Matrix.mulVec_transpose, hS.eq, dotProduct_comm]
  simp only [Matrix.mulVec_add, Matrix.mulVec_smul, add_dotProduct, dotProduct_add,
    smul_dotProduct, dotProduct_smul, smul_eq_mul]
  linear_combination t * h

/-- The quadratic form of the kernel is the `A + B` form minus `x` times the
`(A - B)⁻¹` form. -/
theorem kernel_form (A B : Matrix n n ℝ) (x : ℝ) (p : n → ℝ) :
    p ⬝ᵥ (kernel A B x *ᵥ p) =
      p ⬝ᵥ ((A + B) *ᵥ p) - x * (p ⬝ᵥ ((A - B)⁻¹ *ᵥ p)) := by
  simp only [kernel, Matrix.sub_mulVec, Matrix.smul_mulVec, dotProduct_sub,
    dotProduct_smul, smul_eq_mul]

variable {A B : Matrix n n ℝ}

/-- The response kernel is symmetric. -/
theorem kernel_symm (hM : (A - B).PosDef) (hK : (A + B).IsSymm) (x : ℝ) :
    (kernel A B x).IsSymm := by
  have hMt : (A - B)ᵀ = A - B := by
    rw [← Matrix.conjTranspose_eq_transpose_of_trivial]
    exact hM.isHermitian
  unfold Matrix.IsSymm kernel
  rw [Matrix.transpose_sub, Matrix.transpose_smul, Matrix.transpose_nonsing_inv, hMt, hK.eq]

/-- A vector is annihilated by the kernel at `x` exactly when it solves the
excitation equation `(A - B)(A + B) v = x v`. -/
theorem kernel_null_iff (hM : (A - B).PosDef) (x : ℝ) (v : n → ℝ) :
    kernel A B x *ᵥ v = 0 ↔ ((A - B) * (A + B)) *ᵥ v = x • v := by
  have hu : IsUnit (A - B).det := hM.det_pos.ne'.isUnit
  have h : (A - B) * kernel A B x = (A - B) * (A + B) - x • (1 : Matrix n n ℝ) := by
    rw [kernel, mul_sub, Matrix.mul_smul, Matrix.mul_nonsing_inv _ hu]
  have h2 : (A - B) *ᵥ (kernel A B x *ᵥ v) = ((A - B) * (A + B)) *ᵥ v - x • v := by
    rw [Matrix.mulVec_mulVec, h, Matrix.sub_mulVec, Matrix.smul_mulVec, Matrix.one_mulVec]
  constructor
  · intro h0
    rw [h0, Matrix.mulVec_zero] at h2
    exact sub_eq_zero.mp h2.symm
  · intro h0
    rw [h0, sub_self] at h2
    exact Matrix.eq_zero_of_mulVec_eq_zero hM.det_pos.ne' h2

/-- Some squared excitation energy `μ` bounds the `A + B` form from below by `μ` times the `(A -
B)⁻¹` form. -/
theorem exists_lowest_excitation [Nonempty n] (hM : (A - B).PosDef) (hK : (A + B).IsSymm) :
    ∃ μ, IsSquaredExcitation A B μ ∧ ∀ p : n → ℝ, 0 ≤ p ⬝ᵥ (kernel A B μ *ᵥ p) := by
  have hN : ∀ p : n → ℝ, p ≠ 0 → 0 < p ⬝ᵥ ((A - B)⁻¹ *ᵥ p) := fun p hp => by
    simpa only [star_trivial] using hM.inv.dotProduct_mulVec_pos hp
  have hcont : ∀ S : Matrix n n ℝ, Continuous fun p : n → ℝ => p ⬝ᵥ (S *ᵥ p) := by
    intro S
    simp only [dotProduct, Matrix.mulVec]
    fun_prop
  have hne : ∀ p ∈ Metric.sphere (0 : n → ℝ) 1, p ≠ 0 := by
    intro p hp h0
    rw [mem_sphere_zero_iff_norm, h0, norm_zero] at hp
    exact zero_ne_one hp
  -- the quotient of the two forms attains its minimum on the unit sphere
  obtain ⟨v, hv, hmin⟩ := (isCompact_sphere (0 : n → ℝ) 1).exists_isMinOn
    (NormedSpace.sphere_nonempty.mpr zero_le_one)
    (ContinuousOn.div (hcont (A + B)).continuousOn (hcont (A - B)⁻¹).continuousOn
      (fun p hp => (hN p (hne p hp)).ne'))
  have hv0 := hne v hv
  obtain ⟨μ, hμ⟩ : ∃ μ, μ = v ⬝ᵥ ((A + B) *ᵥ v) / (v ⬝ᵥ ((A - B)⁻¹ *ᵥ v)) := ⟨_, rfl⟩
  have hpos : ∀ p : n → ℝ, 0 ≤ p ⬝ᵥ (kernel A B μ *ᵥ p) := by
    intro p
    by_cases hp : p = 0
    · simp [hp]
    have hc : 0 < ‖p‖⁻¹ := inv_pos.mpr (norm_pos_iff.mpr hp)
    have hq : ‖p‖⁻¹ • p ∈ Metric.sphere (0 : n → ℝ) 1 := by
      rw [mem_sphere_zero_iff_norm, norm_smul, norm_inv, norm_norm]
      exact inv_mul_cancel₀ (norm_ne_zero_iff.mpr hp)
    have h1 : μ ≤ (‖p‖⁻¹ • p) ⬝ᵥ ((A + B) *ᵥ (‖p‖⁻¹ • p)) /
        ((‖p‖⁻¹ • p) ⬝ᵥ ((A - B)⁻¹ *ᵥ (‖p‖⁻¹ • p))) := by
      rw [hμ]
      exact hmin hq
    rw [le_div_iff₀ (hN _ (hne _ hq))] at h1
    have h2 : 0 ≤ (‖p‖⁻¹ • p) ⬝ᵥ (kernel A B μ *ᵥ (‖p‖⁻¹ • p)) := by
      rw [kernel_form]
      linarith
    rw [Matrix.mulVec_smul, smul_dotProduct, dotProduct_smul, smul_eq_mul, smul_eq_mul] at h2
    exact nonneg_of_mul_nonneg_right (nonneg_of_mul_nonneg_right h2 hc) hc
  have hzero : v ⬝ᵥ (kernel A B μ *ᵥ v) = 0 := by
    rw [kernel_form, hμ, div_mul_cancel₀ _ (hN v hv0).ne', sub_self]
  refine ⟨μ, ⟨v, hv0, (kernel_null_iff hM μ v).mp ?_⟩, hpos⟩
  -- a nonnegative form that vanishes at `v` has `v` as a null vector
  by_contra hw
  obtain ⟨w, hwdef⟩ : ∃ w, w = kernel A B μ *ᵥ v := ⟨_, rfl⟩
  have ha : w ⬝ᵥ w ≠ 0 := fun h => hw (hwdef ▸ dotProduct_self_eq_zero.mp h)
  have h := hpos (w + (-(w ⬝ᵥ (kernel A B μ *ᵥ w) + 1) / (2 * (w ⬝ᵥ w))) • v)
  rw [quadratic_line (kernel_symm hM hK μ), hzero, ← hwdef] at h
  have e : 2 * (-(w ⬝ᵥ (kernel A B μ *ᵥ w) + 1) / (2 * (w ⬝ᵥ w))) * (w ⬝ᵥ w) =
      -(w ⬝ᵥ (kernel A B μ *ᵥ w) + 1) := by
    field_simp
  rw [e] at h
  linarith

/-- Below every squared excitation energy the functional has the maximum `d·G⁻¹d`. -/
theorem functional_isGreatest (hM : (A - B).PosDef) (hK : (A + B).IsSymm) {ω : ℝ}
    (hω : ∀ x, IsSquaredExcitation A B x → ω ^ 2 < x) (d : n → ℝ) :
    IsGreatest (Set.range (functional A B ω d))
      (d ⬝ᵥ ((kernel A B (ω ^ 2))⁻¹ *ᵥ d)) := by
  -- the kernel is positive definite
  have hpos : ∀ p : n → ℝ, p ≠ 0 → 0 < p ⬝ᵥ (kernel A B (ω ^ 2) *ᵥ p) := by
    intro p hp
    obtain ⟨i, -⟩ := Function.ne_iff.mp hp
    have : Nonempty n := ⟨i⟩
    obtain ⟨μ, hμ, hmin⟩ := exists_lowest_excitation hM hK
    have h1 := hmin p
    have h2 : 0 < p ⬝ᵥ ((A - B)⁻¹ *ᵥ p) := by
      simpa only [star_trivial] using hM.inv.dotProduct_mulVec_pos hp
    rw [kernel_form] at h1 ⊢
    nlinarith [mul_pos (sub_pos.mpr (hω μ hμ)) h2]
  have hdet : (kernel A B (ω ^ 2)).det ≠ 0 := by
    intro h0
    obtain ⟨v, hv, h⟩ := Matrix.exists_mulVec_eq_zero_iff.mpr h0
    have h1 := hpos v hv
    rw [h, dotProduct_zero] at h1
    exact lt_irrefl _ h1
  obtain ⟨q, hq⟩ : ∃ q, q = (kernel A B (ω ^ 2))⁻¹ *ᵥ d := ⟨_, rfl⟩
  have hGq : kernel A B (ω ^ 2) *ᵥ q = d := by
    rw [hq, Matrix.mulVec_mulVec, Matrix.mul_nonsing_inv _ hdet.isUnit, Matrix.one_mulVec]
  rw [← hq]
  constructor
  · refine ⟨q, ?_⟩
    rw [functional, hGq, dotProduct_comm q d]
    ring
  · rintro _ ⟨p, rfl⟩
    -- complete the square around the exact response `q`
    have e := quadratic_line (kernel_symm hM hK (ω ^ 2)) p q (-1)
    rw [hGq, dotProduct_comm p d, dotProduct_comm q d] at e
    have h : 0 ≤ (p + (-1 : ℝ) • q) ⬝ᵥ (kernel A B (ω ^ 2) *ᵥ (p + (-1 : ℝ) • q)) := by
      by_cases h0 : p + (-1 : ℝ) • q = 0
      · rw [h0, zero_dotProduct]
      · exact (hpos _ h0).le
    rw [functional]
    linarith

/-- Away from resonance, the dynamic functional is bounded above exactly when `ω²` lies
below every squared excitation energy. -/
theorem functional_bddAbove_iff (hM : (A - B).PosDef) (hK : (A + B).IsSymm) {ω : ℝ}
    (hres : ¬ IsSquaredExcitation A B (ω ^ 2)) (d : n → ℝ) :
    BddAbove (Set.range (functional A B ω d)) ↔
      ∀ x, IsSquaredExcitation A B x → ω ^ 2 < x := by
  refine ⟨?_, fun h => ⟨_, (functional_isGreatest hM hK h d).2⟩⟩
  rintro ⟨C, hC⟩ x ⟨v, hv, hx⟩
  have hline : ∀ t : ℝ, 2 * t * (d ⬝ᵥ v) - t ^ 2 * (v ⬝ᵥ (kernel A B (ω ^ 2) *ᵥ v)) ≤ C := by
    intro t
    have h := hC ⟨t • v, rfl⟩
    simp only [functional, Matrix.mulVec_smul, smul_dotProduct, dotProduct_smul,
      smul_eq_mul] at h
    linarith
  -- boundedness along both directions of the mode excludes negative curvature
  have hcurv : 0 ≤ v ⬝ᵥ (kernel A B (ω ^ 2) *ᵥ v) := by
    by_contra hneg
    obtain ⟨r, hr⟩ : ∃ r, r = -(v ⬝ᵥ (kernel A B (ω ^ 2) *ᵥ v)) := ⟨_, rfl⟩
    have hr0 : 0 < r := by linarith [not_le.mp hneg]
    obtain ⟨s, hs⟩ : ∃ s, C = r * s := ⟨C / r, by field_simp⟩
    have h1 := hline (s + 1)
    have h2 := hline (-(s + 1))
    have h3 : r * (s + 1) ^ 2 ≤ r * s := by
      rw [← hs, hr]
      linarith
    nlinarith [le_of_mul_le_mul_left h3 hr0, sq_nonneg (s + 1), sq_nonneg s]
  have hnull := kernel_form A B x v
  rw [(kernel_null_iff hM x v).mpr hx, dotProduct_zero] at hnull
  have hN : 0 < v ⬝ᵥ ((A - B)⁻¹ *ᵥ v) := by
    simpa only [star_trivial] using hM.inv.dotProduct_mulVec_pos hv
  rw [kernel_form] at hcurv
  have hle : ω ^ 2 ≤ x := le_of_mul_le_mul_right (by linarith) hN
  exact lt_of_le_of_ne hle fun h => hres ⟨v, hv, h ▸ hx⟩

/-- At resonance, a drive that overlaps the resonant mode makes the functional
unbounded above. -/
theorem resonant_drive_unbounded (hM : (A - B).PosDef) {ω : ℝ} {d v : n → ℝ}
    (hv : ((A - B) * (A + B)) *ᵥ v = ω ^ 2 • v) (hd : d ⬝ᵥ v ≠ 0) :
    ¬ BddAbove (Set.range (functional A B ω d)) := by
  rintro ⟨C, hC⟩
  have h := hC ⟨((C + 1) / (2 * (d ⬝ᵥ v))) • v, rfl⟩
  rw [functional, Matrix.mulVec_smul, (kernel_null_iff hM _ v).mpr hv, smul_zero,
    dotProduct_zero, dotProduct_smul, smul_eq_mul] at h
  have e : 2 * ((C + 1) / (2 * (d ⬝ᵥ v)) * (d ⬝ᵥ v)) = C + 1 := by
    field_simp
  linarith

/-- For two uncoupled modes with `A = 1`, `B = 0` and no drive, the functional at `ω = 1`
is bounded above although `ω²` is a squared excitation energy. -/
theorem undriven_resonance_bounded :
    BddAbove (Set.range (functional (1 : Matrix (Fin 2) (Fin 2) ℝ) 0 1 0)) ∧
      IsSquaredExcitation (1 : Matrix (Fin 2) (Fin 2) ℝ) 0 (1 ^ 2) := by
  constructor
  · refine ⟨0, ?_⟩
    rintro _ ⟨p, rfl⟩
    simp [functional, kernel]
  · refine ⟨fun _ => 1, fun h => one_ne_zero (congrFun h 0), ?_⟩
    simp

end

end DynamicResponseFunctional
```

```lean
#print axioms DynamicResponseFunctional.functional_bddAbove_iff
#print axioms DynamicResponseFunctional.resonant_drive_unbounded
#print axioms DynamicResponseFunctional.undriven_resonance_bounded
```

```
'DynamicResponseFunctional.functional_bddAbove_iff' depends on axioms: [propext, Classical.choice, Quot.sound]
'DynamicResponseFunctional.resonant_drive_unbounded' depends on axioms: [propext, Classical.choice, Quot.sound]
'DynamicResponseFunctional.undriven_resonance_bounded' depends on axioms: [propext, Classical.choice, Quot.sound]
```

## From the paired amplitudes to one response vector

In the RPA, in adiabatic linear-response TDDFT and in the Bethe–Salpeter equation with static screening, real orbitals lead to equations for excitation amplitudes X and de-excitation amplitudes Y. With a real drive d/2 in both blocks they read

AX + BY − ωX = d/2
BX + AY + ωY = d/2.

Let p = X + Y and q = X − Y. The sum and the difference of the two equations are

(A + B)p − ωq = d
(A − B)q − ωp = 0.

The second gives q = ω(A − B)⁻¹p, and the first becomes

G(ω²)p = d, where G(x) = (A + B) − x(A − B)⁻¹.

In the file, G(x) is `kernel A B x`. The function `functional A B ω d` is

F(p) = 2 d·p − p·G(ω²)p,

which is stationary where G(ω²)p = d. Without a drive, the same elimination gives (A − B)(A + B)p = ω²p, the equation in `IsSquaredExcitation`. The eigenvector v is therefore a mode in the variable X + Y.

## What the theorems assume and conclude

The main theorem, `functional_bddAbove_iff`, has three hypotheses. `hM` says that A − B is positive definite, which means stability against imaginary orbital rotations when the reference is a real Hartree–Fock or Kohn–Sham solution and A and B are built from the second derivatives of the same energy. `hK` says only that A + B is symmetric. `hres` says that ω² is not itself a squared excitation energy. For every drive d, the set of values of F then has an upper bound if and only if ω² < x for every squared excitation energy x.

Since A + B need not be positive definite, x may be zero or negative. When A and B are built from the second derivatives of the reference energy, a negative x signals an instability against real orbital rotations. Whenever some x is zero or negative, the theorem says that F is unbounded above at every non-resonant real ω. If A + B is positive definite as well, all x are positive and there is an interval of frequencies around zero in which F is bounded.

A second theorem, `functional_isGreatest`, gives the value: when ω² lies below all x, F attains the maximum d·G(ω²)⁻¹d. For a dipole drive this is, up to conventions for spin and prefactors, the dynamic polarisability along the direction of the field.

The index type `n` is any finite type. If it is empty, there are no excitations and F is identically zero, in agreement with both theorems. Both stability and the matrices themselves are inputs: nothing is derived from a Hamiltonian, and A and B do not depend on frequency. Damping, complex orbitals and a continuous spectrum are not covered.

## Modes are null vectors of G

Multiplying G(x) from the left by A − B gives

(A − B)G(x) = (A − B)(A + B) − x·1.

As A − B is invertible, G(x)v = 0 holds exactly when (A − B)(A + B)v = xv. This is `kernel_null_iff`, and its proof is the same multiplication.

## The lowest mode from a minimum

The inverse (A − B)⁻¹ is positive definite too, so for p ≠ 0 one can form the quotient

R(p) = p·(A + B)p / p·(A − B)⁻¹p.

It does not change when p is rescaled, so its values on a unit sphere are all its values. There it has a minimum μ, attained at some v. Multiplying R(p) ≥ μ by the denominator gives

p·G(μ)p ≥ 0 for all p, and v·G(μ)v = 0.

To see that v is a null vector, set w = G(μ)v. For every real s, symmetry of G(μ) gives

0 ≤ (w + sv)·G(μ)(w + sv) = w·G(μ)w + 2s w·w.

The right side is linear in s and can stay nonnegative only if w·w = 0. Hence G(μ)v = 0, and μ is a squared excitation energy.

The lemma `exists_lowest_excitation` follows this argument. The expansion in s comes from `quadratic_line`, and the code inserts s = −(w·G(μ)w + 1)/(2 w·w), which makes the right side equal to −1.

The step that turns the argument is Mathlib's `exists_isMinOn`, applied to `isCompact_sphere`. It asks for a compact set, a point in it, and continuity of the function on that set. Continuity is needed only on the sphere, where the denominator is positive; the origin, where the quotient is undefined in ordinary mathematics, never enters. The point exists because the lemma assumes `Nonempty n`. In return one receives the vector `v`, its membership in the sphere, and the inequality `hmin`. The norm on `n → ℝ` in Mathlib is the largest absolute component, so this "sphere" is geometrically the boundary of a cube with as many dimensions as `n` has elements. The scale invariance of R makes that harmless, and the code uses it by normalising each p with `‖p‖⁻¹`.

## Below all modes, a completed square

Suppose ω² lies below every squared excitation energy, and so below μ. For p ≠ 0,

p·G(ω²)p = p·G(μ)p + (μ − ω²) p·(A − B)⁻¹p > 0.

So G(ω²) is positive definite and invertible. With q now denoting the exact response G(ω²)⁻¹d,

F(p) = d·q − (p − q)·G(ω²)(p − q).

The last term is never positive and vanishes at p = q, which gives the maximum d·q = d·G(ω²)⁻¹d. In `functional_isGreatest`, `hpos` is the positivity, `hdet` the invertibility, and `quadratic_line` with t = −1 supplies the square.

## Boundedness forces ω² below each mode

Conversely, let F ≤ C everywhere, and let v be a mode at x. Along the line through v,

F(tv) = 2t d·v − t²g, where g = v·G(ω²)v.

Averaging the bounds at t and −t removes the drive and leaves −t²g ≤ C for all t, so g ≥ 0. The code argues by contradiction: if g = −r with r > 0, it writes C = rs and takes t = ±(s + 1). This would give (s + 1)² ≤ s, which no real s satisfies.

Since G(x)v = 0, one has v·(A + B)v = x v·(A − B)⁻¹v, and therefore

g = (x − ω²) v·(A − B)⁻¹v.

The second factor is positive, so ω² ≤ x. Equality would make ω² a squared excitation energy, which `hres` excludes.

## At resonance the drive can matter

If v is a mode at ω² itself, then G(ω²)v = 0 and

F(tv) = 2t d·v.

When d·v ≠ 0 this exceeds any bound, as `resonant_drive_unbounded` states. Without a drive the outcome can differ. In `undriven_resonance_bounded`, A is the 2 × 2 unit matrix, B = 0, d = 0 and ω = 1. Then G(1) = 0 and F is identically zero, hence bounded, although 1 is a squared excitation energy. The equivalence therefore fails without the non-resonance hypothesis.

## Solving for the response in a program

A response code that works with this reduced form solves G(ω²)p = d at each frequency. For a finite real model with frequency-independent A and B, and with A − B and A + B both positive definite, the result marks where this is a maximisation: below the first excitation G(ω²) is positive definite, and conjugate gradients apply. Between the lowest and the highest excitation, away from resonance, it is indefinite, and a solver for symmetric indefinite systems, such as MINRES, can be used. Above all excitations it is negative definite, and conjugate gradients apply again after both sides are multiplied by −1.

Below the first excitation, maximising F over a trial subspace gives a lower bound to d·G(ω²)⁻¹d, and enlarging the subspace never lowers it. The inverse in G costs little for an LDA or GGA functional with real canonical orbitals, because A − B is then the diagonal matrix of orbital-energy differences. With exact exchange A − B is no longer diagonal in general, and one may keep the two coupled equations for p and X − Y instead of forming the inverse.
